# Best-fit rotation onto the ensemble mean never increases the scatter of a set of structures

Take K ≥ 1 structures X_k of the same N atoms, with mean structure A. Rotate each by a rotation R_k that brings it as close to A as any proper rotation about the origin can, and write Y_k = R_k X_k for the fitted structures and B for their mean. With W the sum of squared distances of an ensemble from its own mean, and ‖·‖ the Euclidean norm over all 3N coordinates,

  W(Y) + K ‖B − A‖² ≤ W(X).

In particular W(Y) ≤ W(X). Equality W(Y) = W(X) holds exactly when B = A and no structure has come closer to A. If the fit onto the current mean is repeated, W forms a non-increasing sequence that converges.

## Overall rotation and apparent fluctuation

A structure X lists coordinates X(i,a), with atom index i = 0, …, N−1 and Cartesian index a = 0, 1, 2. Its squared norm is ‖X‖² = Σ_{i,a} X(i,a)², and ⟨X, Z⟩ = Σ_{i,a} X(i,a) Z(i,a) is the matching inner product. For N ≥ 1 the root-mean-square deviation between two structures is ‖X − Z‖/√N. A rotation R acts on every atom alike:

  (R X)(i,a) = Σ_b R_ab X(i,b).

The mean and the scatter of an ensemble are

  A = (1/K) Σ_k X_k,  W(X) = Σ_k ‖X_k − A‖².

For N ≥ 1 the quantity W/(K N) is the mean-square positional fluctuation per atom. A rigid molecule sampled in different orientations generally has W > 0 although its internal geometry never changes, so the frames of a single molecule's trajectory are commonly superposed before its internal fluctuations or coordinate covariances are computed. For a finite set of frames, equal atomic weights and rotations about a fixed origin, the result says that one sweep of fitting onto the average cannot raise the total fluctuation, even though the average itself may move in the sweep.

## Moving the reference point

The deviations from the mean add up to zero, for any ensemble Y with mean B:

  Σ_k (Y_k − B) = Σ_k Y_k − K B = 0.

Let c be any reference structure. Split Y_k − c = (Y_k − B) + (B − c) and expand the square:

  ‖Y_k − c‖² = ‖Y_k − B‖² + 2 ⟨Y_k − B, B − c⟩ + ‖B − c‖².

Summed over k, the cross term is 2 ⟨Σ_k (Y_k − B), B − c⟩ = 0, the first term gives W(Y), and the last appears K times:

  Σ_k ‖Y_k − c‖² = W(Y) + K ‖B − c‖².  (1)

This has the form of the parallel-axis theorem for moments of inertia, with structures in place of unit point masses.

## One sweep of fitting

R_k is a best fit when ‖R_k X_k − A‖ ≤ ‖S X_k − A‖ for every rotation S. The identity is a rotation, so the choice S = 1 gives

  ‖Y_k − A‖ ≤ ‖X_k − A‖ for every k.  (2)

Both sides are non-negative, so (2) may be squared and summed. The left side is rewritten by (1) with c = A, and the right side is W(X) by definition:

  W(Y) + K ‖B − A‖² = Σ_k ‖Y_k − A‖² ≤ Σ_k ‖X_k − A‖² = W(X).  (3)

Dropping the non-negative term K ‖B − A‖² leaves W(Y) ≤ W(X). The decrease has two sources. Each structure may come closer to the old mean, and the fitted ensemble is then measured from its own mean B, which lowers the sum by a further K ‖B − A‖².

## When the scatter does not change

Suppose W(Y) = W(X). Then (3) gives K ‖B − A‖² ≤ 0, and K > 0 forces B = A. With B = A the assumed equality reads Σ_k ‖Y_k − A‖² = Σ_k ‖X_k − A‖². Each term on the left is at most its partner on the right by (2), so equal sums require equal terms, and ‖Y_k − A‖ = ‖X_k − A‖ for every k. Conversely, if B = A and all these distances are unchanged, the two scatters agree term by term.

Unchanged distances alone do not fix the mean. For one atom at +1 and at −1 on the x axis the mean is the origin, every rotation is a best fit because it preserves length, and turning the second structure onto the first takes W from 2 to 0 with both distances from A still equal to 1.

## Repeated sweeps

Let X⁽ⁿ⁾ be the ensemble after n sweeps, with X⁽ⁿ⁺¹⁾_k = R⁽ⁿ⁾_k X⁽ⁿ⁾_k, where R⁽ⁿ⁾_k is a best fit of X⁽ⁿ⁾_k onto the mean of X⁽ⁿ⁾. One sweep gives W(X⁽ⁿ⁺¹⁾) ≤ W(X⁽ⁿ⁾). A sum of squares is at least 0, and a non-increasing real sequence that is bounded below converges to its infimum. This loop is the rotation-only form of generalised Procrustes analysis. What is shown to converge is the number W; the limit is not identified with the smallest scatter over all choices of K rotations, and convergence of the structures or of their mean is not part of the statement.

## One atom at 1, 1 and −1

Let N = 1 and K = 3, with the atom of structures k = 0, 1, 2 at (t, 0, 0) for t = 1, 1, −1. The mean is A = (1/3, 0, 0). A rotation S sends (t, 0, 0) to t times its first column (S_00, S_10, S_20), which is a unit vector because SᵀS = 1. With t² = 1,

  ‖S X − A‖² = (S_00 t − 1/3)² + (S_10 t)² + (S_20 t)² = 10/9 − (2/3) S_00 t.

Since −1 ≤ S_00 ≤ 1, the product S_00 t is at most 1 and the squared distance is at least 4/9. The bound is reached by any rotation whose first column is (t, 0, 0): the identity for k = 0, 1, and the half turn diag(−1, −1, 1) about z for k = 2. After the fit all three atoms sit at (1, 0, 0). The scatter falls from 4/9 + 4/9 + 16/9 = 8/3 to 0, the mean moves by 2/3, and (3) reads 0 + 4/3 ≤ 8/3. For this ensemble the file proves the optimality of the three rotations, whereas the scatter values, the two-structure case above and the wider families of moves treated last are ordinary reasoning added alongside it.

## Structures, rotations and best fits as Lean objects

An ensemble is a function from a finite index type `ι` to a space `V`, and K is `Fintype.card ι`. The assumption `[Nonempty ι]` is K ≥ 1, which makes the factor 1/K in `mean` a true reciprocal. `scatter` is W. The first three theorems, `sum_sub_mean`, `sum_sq_dist` and `scatter_add_shift_le`, are stated for any real inner product space `V`.

`Structure N` is `EuclideanSpace ℝ (Fin N × Fin 3)`, with coordinates indexed by pairs (i, a) and the unweighted norm defined above, carrying no factor 1/√N. `Rotation` is `Matrix.specialOrthogonalGroup (Fin 3) ℝ`, the orthogonal 3 × 3 matrices of determinant 1, so reflections are excluded. In `rotate`, the pair `p` is (i, a) and `R.1 p.2 b` is the entry R_ab. `IsBestFit A X R` says that ‖R X − A‖ ≤ ‖S X − A‖ for all rotations `S`.

Under the hypothesis that each `R k` is a best fit of `X k` onto `mean X`, `superposition_gain` is (3), `superposition_scatter_le` is W(Y) ≤ W(X), and `superposition_scatter_eq_iff` is the equality criterion. In `iterated_superposition`, `hfit` and `hstep` define the sweeps, `Antitone` means non-increasing in n, and the second half of the conclusion says that some real L is the limit of the scatter.

Optimality of the R_k is assumed. The file neither constructs best-fit rotations nor proves that they exist in general, and it does not need them to be unique; `bestFit_witness` exhibits them for the one-atom ensemble. No translation is fitted and no centring is assumed: rotations act about the coordinate origin, and the usual molecular application is the case in which every structure has first been centred there. The statements hold down to K = 1, where the mean is the structure itself and both scatters vanish, and to N = 0, where every norm is zero.

```lean
import Mathlib

open Finset Matrix Filter Topology
open scoped InnerProductSpace

namespace EnsembleSuperposition

noncomputable section

section Abstract

variable {ι V : Type*} [Fintype ι] [NormedAddCommGroup V] [InnerProductSpace ℝ V]

/-- The mean structure of an ensemble. -/
def mean (X : ι → V) : V := ((Fintype.card ι : ℝ)⁻¹) • ∑ k, X k

/-- The scatter of an ensemble: the sum of squared distances of its members from their mean. -/
def scatter (X : ι → V) : ℝ := ∑ k, ‖X k - mean X‖ ^ 2

/-- The deviations of the members of a nonempty ensemble from the mean add up to zero. -/
theorem sum_sub_mean [Nonempty ι] (X : ι → V) : ∑ k, (X k - mean X) = 0 := by
  have hK : (Fintype.card ι : ℝ) ≠ 0 := Nat.cast_ne_zero.mpr Fintype.card_ne_zero
  rw [sum_sub_distrib, sum_const, card_univ, ← Nat.cast_smul_eq_nsmul ℝ, mean, smul_smul,
    mul_inv_cancel₀ hK, one_smul, sub_self]

/-- The sum of squared distances from a reference `c` is the scatter plus the ensemble size
times the squared distance of the mean from `c`. -/
theorem sum_sq_dist [Nonempty ι] (Y : ι → V) (c : V) :
    ∑ k, ‖Y k - c‖ ^ 2 = scatter Y + Fintype.card ι * ‖mean Y - c‖ ^ 2 := by
  have h : ∀ k, ‖Y k - c‖ ^ 2 = ‖Y k - mean Y‖ ^ 2
      + 2 * ⟪Y k - mean Y, mean Y - c⟫_ℝ + ‖mean Y - c‖ ^ 2 := fun k => by
    rw [← norm_add_sq_real, sub_add_sub_cancel]
  -- the cross term vanishes because the deviations sum to zero
  have h0 : ∑ k, ⟪Y k - mean Y, mean Y - c⟫_ℝ = 0 := by
    rw [← sum_inner, sum_sub_mean, inner_zero_left]
  rw [sum_congr rfl (fun k _ => h k), sum_add_distrib, sum_add_distrib, ← mul_sum, h0,
    sum_const, card_univ, nsmul_eq_mul, scatter]
  ring

/-- If each `Y k` is at least as close to the mean of `X` as `X k` is, the scatter of `Y` plus
the ensemble size times the squared shift of the mean is at most the scatter of `X`. -/
theorem scatter_add_shift_le [Nonempty ι] (X Y : ι → V)
    (h : ∀ k, ‖Y k - mean X‖ ≤ ‖X k - mean X‖) :
    scatter Y + Fintype.card ι * ‖mean Y - mean X‖ ^ 2 ≤ scatter X := by
  rw [← sum_sq_dist]
  exact sum_le_sum fun k _ => pow_le_pow_left₀ (norm_nonneg _) (h k) 2

end Abstract

/-- Cartesian coordinates of `N` atoms in space, with the Euclidean norm over all `3N` of them. -/
abbrev Structure (N : ℕ) := EuclideanSpace ℝ (Fin N × Fin 3)

/-- Proper rotations of three-dimensional space. -/
abbrev Rotation := Matrix.specialOrthogonalGroup (Fin 3) ℝ

/-- The rotation `R` applied to the position of every atom. -/
def rotate {N : ℕ} (R : Rotation) (X : Structure N) : Structure N :=
  WithLp.toLp 2 fun p => ∑ b, R.1 p.2 b * X (p.1, b)

/-- `R` brings `X` as close to `A` as any rotation can. -/
def IsBestFit {N : ℕ} (A X : Structure N) (R : Rotation) : Prop :=
  ∀ S : Rotation, ‖rotate R X - A‖ ≤ ‖rotate S X - A‖

variable {ι : Type*} [Fintype ι] {N : ℕ}

/-- A best-fit rotation does not increase the distance of a structure from the reference. -/
theorem IsBestFit.dist_le {A X : Structure N} {R : Rotation} (h : IsBestFit A X R) :
    ‖rotate R X - A‖ ≤ ‖X - A‖ := by
  -- the identity rotation is one of the competitors
  have h1 : rotate 1 X = X := by
    ext ⟨i, a⟩
    change ∑ b, (1 : Matrix (Fin 3) (Fin 3) ℝ) a b * X (i, b) = X (i, a)
    simp [Matrix.one_apply]
  have h2 := h 1
  rwa [h1] at h2

/-- After fitting every structure onto the ensemble mean, the new scatter plus the ensemble size
times the squared shift of the mean is at most the old scatter. -/
theorem superposition_gain [Nonempty ι] (X : ι → Structure N) (R : ι → Rotation)
    (h : ∀ k, IsBestFit (mean X) (X k) (R k)) :
    scatter (fun k => rotate (R k) (X k))
      + Fintype.card ι * ‖mean (fun k => rotate (R k) (X k)) - mean X‖ ^ 2 ≤ scatter X :=
  scatter_add_shift_le X _ fun k => (h k).dist_le

/-- Fitting every structure onto the ensemble mean never increases the scatter. -/
theorem superposition_scatter_le [Nonempty ι] (X : ι → Structure N) (R : ι → Rotation)
    (h : ∀ k, IsBestFit (mean X) (X k) (R k)) :
    scatter (fun k => rotate (R k) (X k)) ≤ scatter X :=
  le_trans (le_add_of_nonneg_right (by positivity)) (superposition_gain X R h)

/-- The fit leaves the scatter unchanged exactly when the mean stays in place and every
structure keeps its distance from it. -/
theorem superposition_scatter_eq_iff [Nonempty ι] (X : ι → Structure N) (R : ι → Rotation)
    (h : ∀ k, IsBestFit (mean X) (X k) (R k)) :
    scatter (fun k => rotate (R k) (X k)) = scatter X ↔
      mean (fun k => rotate (R k) (X k)) = mean X ∧
        ∀ k, ‖rotate (R k) (X k) - mean X‖ = ‖X k - mean X‖ := by
  have hK : (0 : ℝ) < Fintype.card ι := Nat.cast_pos.mpr Fintype.card_pos
  constructor
  · intro he
    have hg := superposition_gain X R h
    -- first the shift of the mean must vanish
    have hs : ‖mean (fun k => rotate (R k) (X k)) - mean X‖ ^ 2 ≤ 0 :=
      le_of_mul_le_mul_left (by linarith) hK
    have hm : mean (fun k => rotate (R k) (X k)) = mean X :=
      sub_eq_zero.mp (norm_eq_zero.mp (pow_eq_zero_iff two_ne_zero |>.mp
        (le_antisymm hs (sq_nonneg _))))
    refine ⟨hm, fun k => ?_⟩
    -- then termwise inequalities with equal sums are equalities
    unfold scatter at he
    rw [hm] at he
    have ht := (sum_eq_sum_iff_of_le fun k _ =>
      pow_le_pow_left₀ (norm_nonneg _) (h k).dist_le 2).mp he k (mem_univ k)
    exact (sq_eq_sq₀ (norm_nonneg _) (norm_nonneg _)).mp ht
  · rintro ⟨hm, hd⟩
    unfold scatter
    rw [hm]
    exact sum_congr rfl fun k _ => by rw [hd k]

/-- When the fit onto the current mean is repeated, the scatter is non-increasing from sweep to
sweep and converges. -/
theorem iterated_superposition [Nonempty ι] (X : ℕ → ι → Structure N) (R : ℕ → ι → Rotation)
    (hfit : ∀ n k, IsBestFit (mean (X n)) (X n k) (R n k))
    (hstep : ∀ n k, X (n + 1) k = rotate (R n k) (X n k)) :
    Antitone (fun n => scatter (X n)) ∧
      ∃ L, Tendsto (fun n => scatter (X n)) atTop (𝓝 L) := by
  have ha : Antitone (fun n => scatter (X n)) := antitone_nat_of_succ_le fun n => by
    have e : X (n + 1) = fun k => rotate (R n k) (X n k) := funext (hstep n)
    rw [e]
    exact superposition_scatter_le (X n) (R n) (hfit n)
  refine ⟨ha, _, tendsto_atTop_ciInf ha ⟨0, ?_⟩⟩
  rintro _ ⟨n, rfl⟩
  exact sum_nonneg fun k _ => sq_nonneg _

/-- One atom at signed distance `t` along the x axis. -/
def onAxis (t : ℝ) : Structure 1 := WithLp.toLp 2 fun p => ![t, 0, 0] p.2

/-- The half turn about the z axis. -/
def halfTurn : Rotation :=
  ⟨!![-1, 0, 0; 0, -1, 0; 0, 0, 1], by
    rw [Matrix.mem_specialOrthogonalGroup_iff, Matrix.mem_orthogonalGroup_iff]
    refine ⟨?_, by simp [Matrix.det_fin_three]⟩
    ext i j
    fin_cases i <;> fin_cases j <;> simp [Matrix.mul_apply, Fin.sum_univ_succ]⟩

/-- For one atom placed at `1, 1, -1` on the x axis, the identity, the identity and the half turn
about z are best fits onto the mean. -/
theorem bestFit_witness (k : Fin 3) :
    IsBestFit (mean ![onAxis 1, onAxis 1, onAxis (-1)])
      (![onAxis 1, onAxis 1, onAxis (-1)] k) (![1, 1, halfTurn] k) := by
  have hm : mean ![onAxis 1, onAxis 1, onAxis (-1)] = onAxis (1 / 3) := by
    ext ⟨i, a⟩
    fin_cases a <;> simp [mean, onAxis, Fin.sum_univ_succ]
  have hn : ∀ (S : Rotation) (t : ℝ), ‖rotate S (onAxis t) - onAxis (1 / 3)‖ ^ 2
      = (S.1 0 0 * t - 1 / 3) ^ 2 + (S.1 1 0 * t) ^ 2 + (S.1 2 0 * t) ^ 2 := fun S t => by
    rw [EuclideanSpace.norm_sq_eq, Fintype.sum_prod_type]
    simp [rotate, onAxis, Fin.sum_univ_three, sq_abs, mul_pow]
  rw [hm]
  intro S
  -- the first column of a rotation is a unit vector
  have hS := (Matrix.mem_orthogonalGroup_iff' _ _).mp
    (Matrix.mem_specialOrthogonalGroup_iff.mp S.2).1
  have hc : S.1 0 0 * S.1 0 0 + S.1 1 0 * S.1 1 0 + S.1 2 0 * S.1 2 0 = 1 := by
    simpa [Matrix.mul_apply, Fin.sum_univ_three] using congrFun (congrFun hS 0) 0
  have hq := mul_self_nonneg (S.1 1 0)
  have hr := mul_self_nonneg (S.1 2 0)
  have hu : S.1 0 0 ≤ 1 := by nlinarith
  have hl : -1 ≤ S.1 0 0 := by nlinarith
  have key : ∀ (T : Rotation) (t : ℝ), t * t = 1 → T.1 0 0 = t → T.1 1 0 = 0 → T.1 2 0 = 0 →
      S.1 0 0 * t ≤ 1 → ‖rotate T (onAxis t) - onAxis (1 / 3)‖
        ≤ ‖rotate S (onAxis t) - onAxis (1 / 3)‖ := fun T t ht h0 h1 h2 hb => by
    refine le_of_sq_le_sq₀' ?_
    rw [hn, hn, h0, h1, h2, ht]
    have e : (S.1 0 0 * t - 1 / 3) ^ 2 + (S.1 1 0 * t) ^ 2 + (S.1 2 0 * t) ^ 2
        = 10 / 9 - 2 / 3 * (S.1 0 0 * t) := by
      linear_combination (t * t) * hc + ht
    rw [e]
    linarith
  fin_cases k
  · exact key 1 1 (by norm_num) rfl rfl rfl (by linarith)
  · exact key 1 1 (by norm_num) rfl rfl rfl (by linarith)
  · exact key halfTurn (-1) (by norm_num) rfl rfl rfl (by linarith)
  where le_of_sq_le_sq₀' {x y : Structure 1} (h : ‖x‖ ^ 2 ≤ ‖y‖ ^ 2) : ‖x‖ ≤ ‖y‖ :=
    (pow_le_pow_iff_left₀ (norm_nonneg _) (norm_nonneg _) two_ne_zero).mp h

end

end EnsembleSuperposition
```

```lean
#print axioms EnsembleSuperposition.superposition_scatter_le
-- 'EnsembleSuperposition.superposition_scatter_le' depends on axioms: [propext, Classical.choice, Quot.sound]
#print axioms EnsembleSuperposition.superposition_scatter_eq_iff
-- 'EnsembleSuperposition.superposition_scatter_eq_iff' depends on axioms: [propext, Classical.choice, Quot.sound]
#print axioms EnsembleSuperposition.iterated_superposition
-- 'EnsembleSuperposition.iterated_superposition' depends on axioms: [propext, Classical.choice, Quot.sound]
```

## From the parallel-axis identity to the main inequality

`sum_sub_mean` distributes the sum, turns the K copies of the mean into K times the mean, and cancels K against 1/K with `mul_inv_cancel₀`, where `hK` supplies K ≠ 0. In `sum_sq_dist`, the local statement `h` is the expansion of one square, obtained from `norm_add_sq_real` applied to (Y_k − B) + (B − c). The statement `h0` removes the cross term by pulling the sum into the inner product with `sum_inner` and inserting `sum_sub_mean`. What remains is (1).

`scatter_add_shift_le` is (3) with (2) as its hypothesis. The rewrite `← sum_sq_dist` folds the left side back into Σ_k ‖Y_k − A‖², `sum_le_sum` compares the sums term by term, and `pow_le_pow_left₀` squares each inequality.

Rotations enter the general argument only in `IsBestFit.dist_le`. There `h1` shows coordinate by coordinate that the identity matrix leaves a structure unchanged, and `h 1` is the best-fit property with S = 1, which yields (2). `superposition_gain` feeds this into `scatter_add_shift_le`, and `superposition_scatter_le` discards the shift term, whose sign is settled by `positivity`.

## Equality, convergence and the explicit ensemble

`superposition_scatter_eq_iff` follows the order of the derivation. `hs` divides K ‖B − A‖² ≤ 0 by K > 0, and `hm` concludes B = A. After B is replaced by A in the assumed equality, `sum_eq_sum_iff_of_le` turns termwise inequalities with equal sums into termwise equalities of squares, and `sq_eq_sq₀` removes the squares from non-negative norms. The converse substitutes both conditions into the definition of the scatter.

In `iterated_superposition`, `antitone_nat_of_succ_le` reduces monotonicity to a single sweep, which is `superposition_scatter_le`. Convergence comes from `tendsto_atTop_ciInf` with the lower bound 0, so the L supplied by the proof is the infimum of the sequence.

In `bestFit_witness`, `hm` computes the mean and `hn` is the three-term expression for the squared distance. `hc` is the (0, 0) entry of SᵀS = 1, and `hu` and `hl` bound S_00 between −1 and 1. The statement `key` treats all three structures at once: for t² = 1 and a rotation `T` with first column (t, 0, 0), it rewrites the competitor's squared distance as 10/9 − (2/3) S_00 t by `linear_combination` and compares it with 4/9. The determinant condition on the competitor is never used.

## Other families of fitting moves

Steps (1) to (3) use only that doing nothing is among the allowed moves, and `scatter_add_shift_le` holds in any real inner product space as soon as (2) does. The same inequality therefore follows when each structure is fitted over rotations together with translations, or over rotations together with permutations of identical atoms, since each family contains the identity. It also follows for the mass-weighted inner product ⟨X, Z⟩ = Σ_{i,a} m_i X(i,a) Z(i,a) with atomic masses m_i > 0, provided that the fit and the scatter are measured in that same norm.
